# The dynamical matrix of diamond at \(q=0\) has characteristic polynomial \(X^3(X-2\varphi/M)^3\)

Let \(\Phi\) be the real symmetric \(6\times 6\) matrix of zone-centre force constants for a cell with two atoms of mass \(M>0\), written in \(3\times 3\) blocks \(\Phi_{11},\Phi_{12},\Phi_{21},\Phi_{22}\). Suppose that it obeys the acoustic sum rule,

\[
\Phi_{11}+\Phi_{12}=0,\qquad \Phi_{21}+\Phi_{22}=0,
\]

and that \(\Phi_{11}\) commutes with the twofold rotation \(S=\mathrm{diag}(1,-1,-1)\) and with the cyclic permutation \(T\) of the Cartesian axes. Then \(\Phi_{11}=\varphi I\) for a single real number \(\varphi\), and the dynamical matrix \(D=\Phi/M\) satisfies

\[
\det(XI-D)=X^3\left(X-\frac{2\varphi}{M}\right)^3 .
\]

The roots are squared frequencies: three acoustic zeros and a threefold optical value \(\omega^2=2\varphi/M\). For unequal masses \(m_1,m_2>0\) the optical value becomes \(\varphi(1/m_1+1/m_2)\).

## Checking a phonon code at the zone centre

A density functional perturbation theory code that diagonalises the \(q=0\) dynamical matrix of diamond should find this pattern, within the harmonic approximation and for the two-atom cell. If the stored matrix is symmetric and the sum rule and the site symmetry have been imposed on it, three eigenvalues vanish and the other three agree, up to rounding. A larger deviation means that the matrix breaks one of the hypotheses, or that the mass weighting or the diagonalisation is at fault.

The sum rule expresses translational invariance: moving the whole crystal rigidly produces no force. Computed force constants can violate it slightly, for instance through a finite real-space grid, and the acoustic eigenvalues can then move away from zero. With the Cartesian axes along the cube edges, the commutation conditions express the site symmetry of an atom in diamond, whose point group contains both rotations.

The pattern does not test the value of \(\varphi\). A wrong force constant with the right symmetry passes.

## From two rotations to six roots

**The on-site block.** Write \(A=\Phi_{11}\) with indices \(0,1,2\) for \(x,y,z\), and let \(s=(1,-1,-1)\) be the diagonal of \(S\). The condition \(SA=AS\) reads \(s_iA_{ij}=A_{ij}s_j\), so \(A_{01}=A_{02}=0\). The matrix \(T\) has ones at positions \((0,1)\), \((1,2)\) and \((2,0)\), so \(TA=AT\) reads

\[
A_{i+1,\,j+1}=A_{ij}\quad\text{(indices modulo 3)}.
\]

Hence \(A_{00}=A_{11}=A_{22}\), while \(A_{01}=A_{12}=A_{20}=0\) and \(A_{02}=A_{10}=A_{21}=0\). With \(\varphi=A_{00}\) this is \(A=\varphi I\).

**The other blocks.** The first sum rule gives \(\Phi_{12}=-\varphi I\). Symmetry of \(\Phi\) gives \(\Phi_{21}=\Phi_{12}^{\mathsf T}=-\varphi I\), and the second sum rule gives \(\Phi_{22}=\varphi I\).

**Mass weighting.** For masses \(m_1,m_2\) the dynamical matrix has blocks \(aI,\,bI,\,cI,\,dI\) with

\[
a=\frac{\varphi}{m_1},\qquad b=c=-\frac{\varphi}{\sqrt{m_1m_2}},\qquad d=\frac{\varphi}{m_2}.
\]

**A determinant of scalar blocks.** For any scalars \(a,b,c,d\),

\[
\begin{pmatrix} aI & bI\\ cI & dI\end{pmatrix}
\begin{pmatrix} dI & 0\\ -cI & I\end{pmatrix}
=\begin{pmatrix} (ad-bc)I & bI\\ 0 & dI\end{pmatrix}.
\]

Taking determinants gives \(\det(\cdot)\,d^3=(ad-bc)^3d^3\), where \(\det(\cdot)\) belongs to the first factor. If \(d\neq0\), it equals \((ad-bc)^3\). In \(XI-D\) the role of \(d\) is played by the polynomial \(X-d\), which is never the zero polynomial, so

\[
\det(XI-D)=\big((X-a)(X-d)-bc\big)^3=\big(X^2-(a+d)X+ad-bc\big)^3 .
\]

**The roots.** Here \(ad-bc=\varphi^2/(m_1m_2)-\varphi^2/(m_1m_2)=0\), which leaves

\[
\det(XI-D)=X^3\left(X-\varphi\Big(\frac1{m_1}+\frac1{m_2}\Big)\right)^3 .
\]

Setting \(m_1=m_2=M\) gives the diamond result.

**The modes.** For sublattice displacements \(u\) and \(v\), the product \(\Phi(u,v)\) is \((\varphi(u-v),\,\varphi(v-u))\). Equal displacements therefore feel no force. For the pair \((m_2u,\,-m_1u)\) the product is \(\varphi(m_1+m_2)(u,-u)\), which equals \(\omega^2\) times the products of mass and displacement, \(m_1m_2(u,-u)\), when \(\omega^2=\varphi(1/m_1+1/m_2)\). For a unit vector \(u\), the corresponding normalised eigenvector of \(D\) is \((\sqrt{m_2}\,u,\,-\sqrt{m_1}\,u)/\sqrt{m_1+m_2}\), which for diamond is \((u,-u)/\sqrt2\).

**One heavy sublattice.** As \(m_2\to\infty\) at fixed \(\varphi\), the optical value tends to \(\varphi/m_1\) and the eigenvector to \((u,0)\): the light atoms vibrate against a fixed sublattice.

## The Lean file

```lean
import Mathlib

open Matrix Polynomial

namespace DiamondZoneCentre

noncomputable section

/-- Real matrices on the displacements of two atoms in three dimensions. -/
abbrev CellMatrix := Matrix (Fin 3 ⊕ Fin 3) (Fin 3 ⊕ Fin 3) ℝ

/-- The twofold rotation about the x axis. -/
def twofold : Matrix (Fin 3) (Fin 3) ℝ := !![1, 0, 0; 0, -1, 0; 0, 0, -1]

/-- The threefold rotation that permutes the Cartesian axes cyclically. -/
def threefold : Matrix (Fin 3) (Fin 3) ℝ := !![0, 1, 0; 0, 0, 1; 1, 0, 0]

/-- Zone-centre force constants of a two-atom cell: symmetric, obeying the acoustic sum rule,
and with an on-site block invariant under the twofold and threefold rotations. -/
structure DiamondSymmetric (Φ : CellMatrix) : Prop where
  symmetric : Φᵀ = Φ
  sumRule₁ : Φ.toBlocks₁₁ + Φ.toBlocks₁₂ = 0
  sumRule₂ : Φ.toBlocks₂₁ + Φ.toBlocks₂₂ = 0
  comm_twofold : twofold * Φ.toBlocks₁₁ = Φ.toBlocks₁₁ * twofold
  comm_threefold : threefold * Φ.toBlocks₁₁ = Φ.toBlocks₁₁ * threefold

/-- Force constants of two sublattices coupled by an isotropic spring of stiffness `φ`. -/
def springMatrix (φ : ℝ) : CellMatrix :=
  fromBlocks (φ • 1) (-(φ • 1)) (-(φ • 1)) (φ • 1)

/-- The mass belonging to each displacement coordinate. -/
def mass (m₁ m₂ : ℝ) : Fin 3 ⊕ Fin 3 → ℝ := Sum.elim (fun _ => m₁) (fun _ => m₂)

/-- `D` is the dynamical matrix of `Φ`: weighting its entries with the square roots of the
two masses gives back the force constants. -/
def IsDynamicalMatrix (m₁ m₂ : ℝ) (Φ D : CellMatrix) : Prop :=
  ∀ i j, Real.sqrt (mass m₁ m₂ i) * D i j * Real.sqrt (mass m₁ m₂ j) = Φ i j

/-- Symmetry and the acoustic sum rule leave a single force constant, the xx entry of the
on-site block. -/
theorem eq_springMatrix {Φ : CellMatrix} (h : DiamondSymmetric Φ) :
    Φ = springMatrix (Φ (Sum.inl 0) (Sum.inl 0)) := by
  -- the rotations make the on-site block a multiple of the identity
  have iso : ∀ A : Matrix (Fin 3) (Fin 3) ℝ, twofold * A = A * twofold →
      threefold * A = A * threefold → A = A 0 0 • (1 : Matrix (Fin 3) (Fin 3) ℝ) := by
    intro A h2 h3
    have e2 := fun i j => congrFun (congrFun h2 i) j
    have e3 := fun i j => congrFun (congrFun h3 i) j
    have t1 := e2 0 1
    have t2 := e2 0 2
    have c1 := e3 0 0
    have c2 := e3 0 1
    have c3 := e3 0 2
    have c4 := e3 1 0
    have c5 := e3 1 1
    have c6 := e3 1 2
    have c7 := e3 2 0
    have c8 := e3 2 1
    have c9 := e3 2 2
    simp [twofold, threefold, Matrix.mul_apply, Fin.sum_univ_three]
      at t1 t2 c1 c2 c3 c4 c5 c6 c7 c8 c9
    ext i j
    fin_cases i <;> fin_cases j <;> simp <;> linarith
  have h11 : Φ.toBlocks₁₁ = Φ (Sum.inl 0) (Sum.inl 0) • (1 : Matrix (Fin 3) (Fin 3) ℝ) :=
    iso _ h.comm_twofold h.comm_threefold
  -- the sum rule and the symmetry of Φ fix the other blocks
  have h12 : Φ.toBlocks₁₂ = -Φ.toBlocks₁₁ := eq_neg_of_add_eq_zero_right h.sumRule₁
  have h22 : Φ.toBlocks₂₂ = -Φ.toBlocks₂₁ := eq_neg_of_add_eq_zero_right h.sumRule₂
  have h21 : Φ.toBlocks₂₁ = Φ.toBlocks₁₂ᵀ := by
    ext i j
    exact (congrFun (congrFun h.symmetric (Sum.inr i)) (Sum.inl j)).symm
  calc Φ = fromBlocks Φ.toBlocks₁₁ Φ.toBlocks₁₂ Φ.toBlocks₂₁ Φ.toBlocks₂₂ :=
        (fromBlocks_toBlocks Φ).symm
    _ = springMatrix (Φ (Sum.inl 0) (Sum.inl 0)) := by
        rw [h22, h21, h12, h11]
        simp [springMatrix]

/-- The isotropic spring matrix of any stiffness meets all the symmetry conditions. -/
theorem diamondSymmetric_witness (φ : ℝ) : DiamondSymmetric (springMatrix φ) where
  symmetric := by simp [springMatrix, fromBlocks_transpose]
  sumRule₁ := by simp [springMatrix]
  sumRule₂ := by simp [springMatrix]
  comm_twofold := by simp [springMatrix]
  comm_threefold := by simp [springMatrix]

/-- Over an integral domain, the determinant of a two-by-two array of scalar 3×3 blocks whose lower
right scalar `d` is nonzero is the cube of the two-by-two determinant. -/
theorem det_scalar_blocks {R : Type*} [CommRing R] [IsDomain R] (a b c d : R) (hd : d ≠ 0) :
    (fromBlocks (a • (1 : Matrix (Fin 3) (Fin 3) R)) (b • (1 : Matrix (Fin 3) (Fin 3) R))
      (c • (1 : Matrix (Fin 3) (Fin 3) R)) (d • (1 : Matrix (Fin 3) (Fin 3) R))).det
      = (a * d - b * c) ^ 3 := by
  -- eliminate the lower left block by a block triangular factor
  have h : fromBlocks (a • (1 : Matrix (Fin 3) (Fin 3) R)) (b • (1 : Matrix (Fin 3) (Fin 3) R))
      (c • (1 : Matrix (Fin 3) (Fin 3) R)) (d • (1 : Matrix (Fin 3) (Fin 3) R))
      * fromBlocks (d • (1 : Matrix (Fin 3) (Fin 3) R)) 0
        ((-c) • (1 : Matrix (Fin 3) (Fin 3) R)) (1 : Matrix (Fin 3) (Fin 3) R)
      = fromBlocks ((a * d - b * c) • (1 : Matrix (Fin 3) (Fin 3) R))
        (b • (1 : Matrix (Fin 3) (Fin 3) R)) 0 (d • (1 : Matrix (Fin 3) (Fin 3) R)) := by
    rw [fromBlocks_multiply, fromBlocks_inj]
    refine ⟨?_, ?_, ?_, ?_⟩ <;>
      simp only [Matrix.mul_smul, Matrix.mul_one,
        Matrix.mul_zero, zero_add] <;> module
  have h2 := congrArg Matrix.det h
  rw [det_mul, det_fromBlocks_zero₁₂, det_fromBlocks_zero₂₁] at h2
  simp only [det_smul, det_one, Fintype.card_fin, mul_one] at h2
  exact mul_right_cancel₀ (pow_ne_zero 3 hd) h2

/-- The characteristic polynomial of a two-by-two array of scalar 3×3 blocks is the cube of
that of the two-by-two matrix. -/
theorem charpoly_scalar_blocks (a b c d : ℝ) :
    (fromBlocks (a • 1) (b • 1) (c • 1) (d • 1) : CellMatrix).charpoly
      = ((X - C a) * (X - C d) - C b * C c) ^ 3 := by
  have h : charmatrix (fromBlocks (a • 1) (b • 1) (c • 1) (d • 1) : CellMatrix)
      = fromBlocks ((X - C a) • (1 : Matrix (Fin 3) (Fin 3) ℝ[X])) ((-C b) • 1)
        ((-C c) • 1) ((X - C d) • 1) := by
    refine Matrix.ext fun i j => ?_
    rcases i with i | i <;> rcases j with j | j <;> by_cases hij : i = j <;>
      simp [hij]
  rw [Matrix.charpoly, h, det_scalar_blocks _ _ _ _ (X_sub_C_ne_zero d)]
  ring

/-- For positive sublattice masses `m₁` and `m₂` the dynamical matrix has characteristic polynomial
`x³ (x - φ (1/m₁ + 1/m₂))³`, where `φ` is the xx entry of the on-site block. -/
theorem charpoly_dynamicalMatrix {Φ D : CellMatrix} {m₁ m₂ : ℝ} (h : DiamondSymmetric Φ)
    (h₁ : 0 < m₁) (h₂ : 0 < m₂) (hD : IsDynamicalMatrix m₁ m₂ Φ D) :
    D.charpoly = X ^ 3 * (X - C (Φ (Sum.inl 0) (Sum.inl 0) * (1 / m₁ + 1 / m₂))) ^ 3 := by
  have hΦ := eq_springMatrix h
  generalize Φ (Sum.inl 0) (Sum.inl 0) = φ at hΦ ⊢
  subst hΦ
  have hm : ∀ k, Real.sqrt (mass m₁ m₂ k) ≠ 0 := by
    rintro (k | k)
    · exact (Real.sqrt_pos.mpr h₁).ne'
    · exact (Real.sqrt_pos.mpr h₂).ne'
  have key : ∀ i j, D i j = springMatrix φ i j /
      (Real.sqrt (mass m₁ m₂ i) * Real.sqrt (mass m₁ m₂ j)) := by
    intro i j
    rw [eq_div_iff (mul_ne_zero (hm i) (hm j)), ← hD i j]
    ring
  have e : φ * (1 / m₁ + 1 / m₂) = φ / (Real.sqrt m₁ * Real.sqrt m₁)
      + φ / (Real.sqrt m₂ * Real.sqrt m₂) := by
    rw [Real.mul_self_sqrt h₁.le, Real.mul_self_sqrt h₂.le]
    ring
  obtain ⟨s, hs⟩ : ∃ s, Real.sqrt m₁ = s := ⟨_, rfl⟩
  obtain ⟨t, ht⟩ : ∃ t, Real.sqrt m₂ = t := ⟨_, rfl⟩
  rw [e, hs, ht]
  have hB : D = fromBlocks ((φ / (s * s)) • 1) ((-φ / (s * t)) • 1)
      ((-φ / (t * s)) • 1) ((φ / (t * t)) • 1) := by
    refine Matrix.ext fun i j => ?_
    rw [key]
    rcases i with i | i <;> rcases j with j | j <;> by_cases hij : i = j <;>
      simp [springMatrix, mass, hs, ht, hij, neg_div]
  -- the two-by-two determinant vanishes, which leaves only the trace
  have hdet : φ / (s * s) * (φ / (t * t)) = -φ / (s * t) * (-φ / (t * s)) := by ring
  have hC := congrArg (C : ℝ → ℝ[X]) hdet
  rw [C_mul, C_mul] at hC
  rw [hB, charpoly_scalar_blocks, C_add, ← mul_pow]
  congr 1
  linear_combination hC

/-- Diamond at q = 0: with equal masses `M` the dynamical matrix `Φ/M` has characteristic polynomial
`x³ (x - 2φ/M)³`, where `φ` is the xx entry of the on-site block. -/
theorem charpoly_diamond {Φ D : CellMatrix} {M : ℝ} (h : DiamondSymmetric Φ)
    (hM : 0 < M) (hD : M • D = Φ) :
    D.charpoly = X ^ 3 * (X - C (2 * Φ (Sum.inl 0) (Sum.inl 0) / M)) ^ 3 := by
  have hdyn : IsDynamicalMatrix M M Φ D := by
    intro i j
    have hm : ∀ k, mass M M k = M := by rintro (k | k) <;> rfl
    rw [hm, hm, ← hD, Matrix.smul_apply, smul_eq_mul]
    linear_combination D i j * Real.mul_self_sqrt hM.le
  have e : 2 * Φ (Sum.inl 0) (Sum.inl 0) / M
      = Φ (Sum.inl 0) (Sum.inl 0) * (1 / M + 1 / M) := by ring
  rw [e]
  exact charpoly_dynamicalMatrix h hM hM hdyn

/-- The force constants act on sublattice displacements `u` and `v` only through the relative
displacement. -/
theorem springMatrix_mulVec (φ : ℝ) (u v : Fin 3 → ℝ) :
    springMatrix φ *ᵥ Sum.elim u v = Sum.elim (φ • (u - v)) (φ • (v - u)) := by
  funext i
  rcases i with i | i <;> fin_cases i <;>
    simp [springMatrix, Matrix.mulVec, dotProduct, Fintype.sum_sum_type, Fin.sum_univ_three,
      Matrix.one_apply] <;> ring

/-- Opposite sublattice displacements with amplitudes inverse to the masses solve the equation of
motion with squared frequency `φ (1/m₁ + 1/m₂)`, for every vector `u`, where `φ` is the xx entry of
the on-site block. -/
theorem optical_mode {Φ : CellMatrix} {m₁ m₂ : ℝ} (h : DiamondSymmetric Φ)
    (h₁ : 0 < m₁) (h₂ : 0 < m₂) (u : Fin 3 → ℝ) (i : Fin 3 ⊕ Fin 3) :
    (Φ *ᵥ Sum.elim (m₂ • u) ((-m₁) • u)) i
      = Φ (Sum.inl 0) (Sum.inl 0) * (1 / m₁ + 1 / m₂)
        * (mass m₁ m₂ i * Sum.elim (m₂ • u) ((-m₁) • u) i) := by
  have hΦ := eq_springMatrix h
  generalize Φ (Sum.inl 0) (Sum.inl 0) = φ at hΦ ⊢
  have e : (1 / m₁ + 1 / m₂) * (m₁ * m₂) = m₁ + m₂ := by
    have n₁ : m₁ * (1 / m₁) = 1 := mul_one_div_cancel h₁.ne'
    have n₂ : m₂ * (1 / m₂) = 1 := mul_one_div_cancel h₂.ne'
    linear_combination m₂ * n₁ + m₁ * n₂
  rw [hΦ, springMatrix_mulVec]
  rcases i with i | i <;>
    simp only [mass, Sum.elim_inl, Sum.elim_inr, Pi.smul_apply, Pi.sub_apply, smul_eq_mul]
  · linear_combination (-(φ * u i)) * e
  · linear_combination (φ * u i) * e

end

end DiamondZoneCentre
```

```lean
#print axioms DiamondZoneCentre.charpoly_dynamicalMatrix
#print axioms DiamondZoneCentre.charpoly_diamond
#print axioms DiamondZoneCentre.optical_mode
```

```
'DiamondZoneCentre.charpoly_dynamicalMatrix' depends on axioms: [propext, Classical.choice, Quot.sound]
'DiamondZoneCentre.charpoly_diamond' depends on axioms: [propext, Classical.choice, Quot.sound]
'DiamondZoneCentre.optical_mode' depends on axioms: [propext, Classical.choice, Quot.sound]
```

## How the Lean statements encode the crystal

A `CellMatrix` is a real matrix indexed by `Fin 3 ⊕ Fin 3`. The left copy holds the Cartesian directions of atom 1, the right copy those of atom 2. The number \(\varphi\) is the entry `Φ (Sum.inl 0) (Sum.inl 0)`. At \(q=0\) this "on-site" entry is a sum over lattice vectors of force constants within sublattice 1, not only the real-space self term of one atom.

`DiamondSymmetric Φ` collects the hypotheses: symmetry, the two sum rules and the two commutation relations. The rotations are imposed only on the block of atom 1; the form of the other blocks is derived. No inversion exchanging the atoms is assumed, so the conditions also suit a zinc-blende crystal, and for this reason the general theorem allows two masses.

`IsDynamicalMatrix m₁ m₂ Φ D` says that \(\sqrt{m_i}\,D_{ij}\sqrt{m_j}=\Phi_{ij}\), where \(m_i\) is the mass belonging to coordinate \(i\). In `charpoly_diamond` the relation is simply `M • D = Φ`. Both are stated as products; since the masses are assumed positive, either relation can be solved for \(D\).

The theorem `optical_mode` states the equation of motion \(\Phi w=\omega^2 m w\) component by component, with \(m\) the diagonal mass matrix and \(w\) the unweighted displacements. It holds for every vector \(u\), and describes an actual vibration when \(u\neq0\) and \(\varphi>0\).

## How the proof follows the algebra

`eq_springMatrix` carries out the symmetry reduction. Its inner statement `iso` extracts two entries of the twofold relation and all nine of the threefold one, and `linarith` solves these linear equations for each entry of the block. The sum rules and the transpose relation then supply `h12`, `h22` and `h21`, and the four blocks are reassembled into `springMatrix`. Conversely, `diamondSymmetric_witness` shows that every real \(\varphi\) gives an admissible matrix.

`det_scalar_blocks` is the block elimination above. It is stated over a general integral domain because it is applied to polynomials, and `mul_right_cancel₀` removes the common factor \(d^3\). `charpoly_scalar_blocks` identifies \(XI-D\) as an array of scalar blocks and applies that formula.

In `charpoly_dynamicalMatrix`, `key` solves the mass-weighting relation for \(D_{ij}\), `hB` writes \(D\) in scalar blocks, and `hdet` records that \(ad=bc\). The closing `linear_combination` uses this to cancel the constant term of the quadratic. `charpoly_diamond` is the equal-mass case, obtained from \(\sqrt M\sqrt M=M\).

`springMatrix_mulVec` computes the force constants' action on a pair of displacements. `optical_mode` combines it with the identity \((1/m_1+1/m_2)\,m_1m_2=m_1+m_2\).

## Stability, polar crystals and rounding

The sign of \(\varphi\) is not fixed by the hypotheses. A negative \(\varphi\) gives a negative \(\omega^2\), hence an unstable optical mode, and for \(\varphi=0\) all six roots are zero. Whether the zone-centre optical modes of diamond are stable depends on the sign of \(\varphi\), which the theorems do not supply.

The sum rule and the rotational invariance are assumptions about \(\Phi\); they are not derived from an electronic-structure calculation. The theorems concern exact real matrices and give no bound on how far the eigenvalues move when the conditions hold only approximately.

The matrix is taken exactly at \(q=0\). In a polar crystal such as zinc blende, the long-range electric field adds a term that depends on the direction in which \(q\) approaches zero and splits the optical triplet. That term is absent here, so the unequal-mass formula describes only the analytic part of the dynamical matrix.
